# Spin-3/2 matrices: [Jz, J₊] = J₊, [J₊, J₋] = 2Jz, and Casimir value 15/4

The file represents a single spin 3/2 by real 4×4 matrices in the basis m = 3/2, 1/2, −1/2, −3/2, with ħ = 1. `Jz` is diagonal, `Jp` has the ladder elements √3, 2, √3 above the diagonal, and `Jm` is defined as the transpose `Jpᵀ`. The theorem `spin_algebra` states three matrix identities: [Jz, J₊] = J₊, [J₊, J₋] = 2Jz, and Jz² + (J₊J₋ + J₋J₊)/2 = (15/4)·1, the value j(j+1) at j = 3/2. The attempt splits the conjunction, passes to entries with `ext`, enumerates the sixteen index pairs with `fin_cases`, and runs one `simp` that unfolds all three definitions and uses `h3 : √3 * √3 = 3`, followed by `ring1` or `norm_num`.

The first attempt, which Lean rejects:

```lean
import Mathlib

open Matrix
open scoped Kronecker

namespace SpinThreeHalvesCoupling

noncomputable section

/-- Operators on one spin 3/2, in the basis m = 3/2, 1/2, -1/2, -3/2. -/
abbrev Op1 := Matrix (Fin 4) (Fin 4) ℝ

/-- The z component of a spin 3/2. -/
def Jz : Op1 := !![3/2, 0, 0, 0; 0, 1/2, 0, 0; 0, 0, -1/2, 0; 0, 0, 0, -3/2]

/-- The raising operator of a spin 3/2, with ladder elements √3, 2, √3. -/
def Jp : Op1 := !![0, √3, 0, 0; 0, 0, 2, 0; 0, 0, 0, √3; 0, 0, 0, 0]

/-- The lowering operator, the transpose of the raising operator. -/
def Jm : Op1 := Jpᵀ

set_option maxHeartbeats 400000 in
/-- The spin-3/2 matrices obey [Jz, J₊] = J₊ and [J₊, J₋] = 2Jz, and
Jz² + (J₊J₋ + J₋J₊)/2 = 15/4. -/
theorem spin_algebra :
    Jz * Jp - Jp * Jz = Jp ∧ Jp * Jm - Jm * Jp = (2 : ℝ) • Jz ∧
      Jz * Jz + (1/2 : ℝ) • (Jp * Jm + Jm * Jp) = (15/4 : ℝ) • (1 : Op1) := by
  have h3 : √3 * √3 = (3 : ℝ) := Real.mul_self_sqrt (by norm_num)
  refine ⟨?_, ?_, ?_⟩ <;> ext i j <;> fin_cases i <;> fin_cases j <;>
    simp [Jz, Jp, Jm, Matrix.mul_apply, Fin.sum_univ_four, Matrix.one_apply, h3,
      Matrix.vecHead, Matrix.vecTail] <;>
    (first | ring1 | norm_num)

end

end SpinThreeHalvesCoupling
```

Compiling this gives:

```
Main.lean:27:76: error: unsolved goals
case refine_2.«0».«0»
h3 : √3 * √3 = 3
⊢ (![0, √3, 0, 0] ᵥ* !![0, √3, 0, 0; 0, 0, 2, 0; 0, 0, 0, √3; 0, 0, 0, 0]ᵀ) 0 = 3

case refine_2.«0».«1»
h3 : √3 * √3 = 3
⊢ (![0, √3, 0, 0] ᵥ* !![0, √3, 0, 0; 0, 0, 2, 0; 0, 0, 0, √3; 0, 0, 0, 0]ᵀ) 1 = 0

case refine_2.«0».«2»
h3 : √3 * √3 = 3
⊢ (![0, √3, 0, 0] ᵥ* !![0, √3, 0, 0; 0, 0, 2, 0; 0, 0, 0, √3; 0, 0, 0, 0]ᵀ) 2 = 0

case refine_2.«0».«3»
h3 : √3 * √3 = 3
⊢ (![0, √3, 0, 0] ᵥ* !![0, √3, 0, 0; 0, 0, 2, 0; 0, 0, 0, √3; 0, 0, 0, 0]ᵀ) 3 = 0

case refine_2.«1».«0»
h3 : √3 * √3 = 3
⊢ (![0, 0, 2, 0] ᵥ* !![0, √3, 0, 0; 0, 0, 2, 0; 0, 0, 0, √3; 0, 0, 0, 0]ᵀ) 0 = 0

case refine_2.«1».«1»
h3 : √3 * √3 = 3
⊢ (![0, 0, 2, 0] ᵥ* !![0, √3, 0, 0; 0, 0, 2, 0; 0, 0, 0, √3; 0, 0, 0, 0]ᵀ) 1 - 3 = 1

case refine_2.«1».«2»
h3 : √3 * √3 = 3
⊢ (![0, 0, 2, 0] ᵥ* !![0, √3, 0, 0; 0, 0, 2, 0; 0, 0, 0, √3; 0, 0, 0, 0]ᵀ) 2 = 0

case refine_2.«1».«3»
h3 : √3 * √3 = 3
⊢ (![0, 0, 2, 0] ᵥ* !![0, √3, 0, 0; 0, 0, 2, 0; 0, 0, 0, √3; 0, 0, 0, 0]ᵀ) 3 = 0

case refine_2.«2».«0»
h3 : √3 * √3 = 3
⊢ (![0, 0, 0, √3] ᵥ* !![0, √3, 0, 0; 0, 0, 2, 0; 0, 0, 0, √3; 0, 0, 0, 0]ᵀ) 0 = 0

case refine_2.«2».«1»
h3 : √3 * √3 = 3
⊢ (![0, 0, 0, √3] ᵥ* !![0, √3, 0, 0; 0, 0, 2, 0; 0, 0, 0, √3; 0, 0, 0, 0]ᵀ) 1 = 0

case refine_2.«2».«2»
h3 : √3 * √3 = 3
⊢ (![0, 0, 0, √3] ᵥ* !![0, √3, 0, 0; 0, 0, 2, 0; 0, 0, 0, √3; 0, 0, 0, 0]ᵀ) 2 - 4 = -1

case refine_2.«2».«3»
h3 : √3 * √3 = 3
⊢ (![0, 0, 0, √3] ᵥ* !![0, √3, 0, 0; 0, 0, 2, 0; 0, 0, 0, √3; 0, 0, 0, 0]ᵀ) 3 = 0

case refine_2.«3».«0»
h3 : √3 * √3 = 3
⊢ (![0, 0, 0, 0] ᵥ* !![0, √3, 0, 0; 0, 0, 2, 0; 0, 0, 0, √3; 0, 0, 0, 0]ᵀ) 0 = 0

case refine_2.«3».«1»
h3 : √3 * √3 = 3
⊢ (![0, 0, 0, 0] ᵥ* !![0, √3, 0, 0; 0, 0, 2, 0; 0, 0, 0, √3; 0, 0, 0, 0]ᵀ) 1 = 0

case refine_2.«3».«2»
h3 : √3 * √3 = 3
⊢ (![0, 0, 0, 0] ᵥ* !![0, √3, 0, 0; 0, 0, 2, 0; 0, 0, 0, √3; 0, 0, 0, 0]ᵀ) 2 = 0

case refine_2.«3».«3»
h3 : √3 * √3 = 3
⊢ (![0, 0, 0, 0] ᵥ* !![0, √3, 0, 0; 0, 0, 2, 0; 0, 0, 0, √3; 0, 0, 0, 0]ᵀ) 3 = 0

case refine_3.«0».«0»
h3 : √3 * √3 = 3
⊢ 9 / 4 + 1 / 2 * (![0, √3, 0, 0] ᵥ* !![0, √3, 0, 0; 0, 0, 2, 0; 0, 0, 0, √3; 0, 0, 0, 0]ᵀ) 0 = 15 / 4

case refine_3.«0».«1»
h3 : √3 * √3 = 3
⊢ (![0, √3, 0, 0] ᵥ* !![0, √3, 0, 0; 0, 0, 2, 0; 0, 0, 0, √3; 0, 0, 0, 0]ᵀ) 1 = 0

case refine_3.«0».«2»
h3 : √3 * √3 = 3
⊢ (![0, √3, 0, 0] ᵥ* !![0, √3, 0, 0; 0, 0, 2, 0; 0, 0, 0, √3; 0, 0, 0, 0]ᵀ) 2 = 0

case refine_3.«0».«3»
h3 : √3 * √3 = 3
⊢ (![0, √3, 0, 0] ᵥ* !![0, √3, 0, 0; 0, 0, 2, 0; 0, 0, 0, √3; 0, 0, 0, 0]ᵀ) 3 = 0

case refine_3.«1».«0»
h3 : √3 * √3 = 3
⊢ (![0, 0, 2, 0] ᵥ* !![0, √3, 0, 0; 0, 0, 2, 0; 0, 0, 0, √3; 0, 0, 0, 0]ᵀ) 0 = 0

case refine_3.«1».«1»
h3 : √3 * √3 = 3
⊢ 1 / 4 + (1 / 2 * (![0, 0, 2, 0] ᵥ* !![0, √3, 0, 0; 0, 0, 2, 0; 0, 0, 0, √3; 0, 0, 0, 0]ᵀ) 1 + 3 / 2) = 15 / 4

case refine_3.«1».«2»
h3 : √3 * √3 = 3
⊢ (![0, 0, 2, 0] ᵥ* !![0, √3, 0, 0; 0, 0, 2, 0; 0, 0, 0, √3; 0, 0, 0, 0]ᵀ) 2 = 0

case refine_3.«1».«3»
h3 : √3 * √3 = 3
⊢ (![0, 0, 2, 0] ᵥ* !![0, √3, 0, 0; 0, 0, 2, 0; 0, 0, 0, √3; 0, 0, 0, 0]ᵀ) 3 = 0

case refine_3.«2».«0»
h3 : √3 * √3 = 3
⊢ (![0, 0, 0, √3] ᵥ* !![0, √3, 0, 0; 0, 0, 2, 0; 0, 0, 0, √3; 0, 0, 0, 0]ᵀ) 0 = 0

case refine_3.«2».«1»
h3 : √3 * √3 = 3
⊢ (![0, 0, 0, √3] ᵥ* !![0, √3, 0, 0; 0, 0, 2, 0; 0, 0, 0, √3; 0, 0, 0, 0]ᵀ) 1 = 0

case refine_3.«2».«2»
h3 : √3 * √3 = 3
⊢ 1 / 4 + (1 / 2 * (![0, 0, 0, √3] ᵥ* !![0, √3, 0, 0; 0, 0, 2, 0; 0, 0, 0, √3; 0, 0, 0, 0]ᵀ) 2 + 2) = 15 / 4

case refine_3.«2».«3»
h3 : √3 * √3 = 3
⊢ (![0, 0, 0, √3] ᵥ* !![0, √3, 0, 0; 0, 0, 2, 0; 0, 0, 0, √3; 0, 0, 0, 0]ᵀ) 3 = 0

case refine_3.«3».«0»
h3 : √3 * √3 = 3
⊢ (![0, 0, 0, 0] ᵥ* !![0, √3, 0, 0; 0, 0, 2, 0; 0, 0, 0, √3; 0, 0, 0, 0]ᵀ) 0 = 0

case refine_3.«3».«1»
h3 : √3 * √3 = 3
⊢ (![0, 0, 0, 0] ᵥ* !![0, √3, 0, 0; 0, 0, 2, 0; 0, 0, 0, √3; 0, 0, 0, 0]ᵀ) 1 = 0

case refine_3.«3».«2»
h3 : √3 * √3 = 3
⊢ (![0, 0, 0, 0] ᵥ* !![0, √3, 0, 0; 0, 0, 2, 0; 0, 0, 0, √3; 0, 0, 0, 0]ᵀ) 2 = 0

case refine_3.«3».«3»
h3 : √3 * √3 = 3
⊢ 9 / 4 + (1 / 2 * (![0, 0, 0, 0] ᵥ* !![0, √3, 0, 0; 0, 0, 2, 0; 0, 0, 0, √3; 0, 0, 0, 0]ᵀ) 3 + 3 / 2) = 15 / 4
Main.lean:30:59: warning: This simp argument is unused:
  Matrix.one_apply

Hint: Omit it from the simp argument list.
  [apply] simp [Jz, Jp, Jm, Matrix.mul_apply, Fin.sum_univ_four, h3, Matrix.vecHead, Matrix.vecTail]

Note: This linter can be disabled with `set_option linter.unusedSimpArgs false`
```

Diagnosis. The error lists 32 open goals, every entry of the second and third identities. The first identity has no `Jm` and closes. Each goal contains an entry of `Jp * Jm` as a row of `Jp` times the transposed literal via `ᵥ*`. With `Jp` unfolded, `simp` split this product into rows instead of applying `Matrix.mul_apply`, and the right factor `!![…]ᵀ` stayed unevaluated. `Jm * Jp` did reduce, as terms like `- 3` and `- 4` show. Neither `ring1` nor `norm_num` evaluated the stuck term. The warning says only that `Matrix.one_apply` was never used.

The repair runs `simp only` first, with `Jz` and `Jp` still folded. `Matrix.sub_apply`, `Matrix.add_apply`, `Matrix.smul_apply` and `smul_eq_mul` push the indices inward. `Matrix.mul_apply` and `Fin.sum_univ_four` expand each product into four terms. Unfolding `Jm` lets `Matrix.transpose_apply` turn `Jpᵀ a b` into `Jp b a`, and `Matrix.one_apply` now applies to `1 i j`. No matrix product or transpose remains, so after `fin_cases`, `simp [Jz, Jp, h3]` reads off scalar entries and `ring1` closes what is left. Dropping `Matrix.vecHead`, `Matrix.vecTail` and the `norm_num` fallback is tidying.

The repair, with which the file compiles:

```diff
@@ -27,8 +27,9 @@
       Jz * Jz + (1/2 : ℝ) • (Jp * Jm + Jm * Jp) = (15/4 : ℝ) • (1 : Op1) := by
   have h3 : √3 * √3 = (3 : ℝ) := Real.mul_self_sqrt (by norm_num)
-  refine ⟨?_, ?_, ?_⟩ <;> ext i j <;> fin_cases i <;> fin_cases j <;>
-    simp [Jz, Jp, Jm, Matrix.mul_apply, Fin.sum_univ_four, Matrix.one_apply, h3,
-      Matrix.vecHead, Matrix.vecTail] <;>
-    (first | ring1 | norm_num)
+  refine ⟨?_, ?_, ?_⟩ <;> ext i j <;>
+    simp only [Jm, Matrix.sub_apply, Matrix.add_apply, Matrix.smul_apply, Matrix.mul_apply,
+      Matrix.transpose_apply, Matrix.one_apply, Fin.sum_univ_four, smul_eq_mul] <;>
+    fin_cases i <;> fin_cases j <;>
+    simp [Jz, Jp, h3] <;> ring1
 
 end
```
